# Order-by-order unitarity of the Dyson series for a continuous Hermitian matrix $H(t)$

**Q:** When I compute how much a pulse depletes an initial state $g$, I work to second order in the drive, but I never evaluate the second-order amplitude. I add up the first-order transition probabilities to the other states and subtract the sum from one. That step relies on the Dyson series conserving probability at second order by itself, not only after the whole series has been summed. What exactly is proved about this?

**A:** Take $\hbar=1$ and a finite orthonormal basis, so that $H(t)$ is a matrix, in the Schrödinger or the interaction picture. The Dyson terms are

$$D_0(t)=1,\qquad D_{k+1}(t)=-i\int_0^t H(s)\,D_k(s)\,ds .$$

If $U=\sum_k D_k$ is the propagator, the part of $U^\dagger U$ that is of order $k$ in $H$ is

$$N_k(t)=\sum_{j+l=k}D_j(t)^\dagger D_l(t).$$

The theorem says that for continuous Hermitian $H$, $N_k(t)=0$ for every $k\ge 1$ and every real $t$. For your step, $H$ is the drive in the interaction picture, so that orders in $H$ are orders in the drive, and the cases needed are $k=1$ and $k=2$. The basis states, $g$ among them, are then taken to be eigenstates of the undriven Hamiltonian, so that the two pictures differ only by phases in the entries of $U$ and give the same probabilities.

**Q:** Show me the argument by hand before any code.

**A:** Differentiate the terms first. We have $D_k'=R_k$, with $R_0=0$ and $R_{k+1}=-iHD_k$, which is the Schrödinger equation sorted by order. The product rule gives

$$N_{k+1}'=\sum_{j+l=k+1}\left(R_j^\dagger D_l+D_j^\dagger R_l\right).$$

In the first half the term $j=0$ vanishes, and the others contain $R_{j+1}^\dagger=iD_j^\dagger H^\dagger$ once the index is shifted. In the second half the term $l=0$ vanishes, and the others contain $R_{l+1}=-iHD_l$. Both halves are now sums over $j+l=k$:

$$N_{k+1}'=i\sum_{j+l=k}D_j^\dagger\,(H^\dagger-H)\,D_l .$$

For Hermitian $H$ the right-hand side is zero, so $N_{k+1}$ is constant. At $t=0$ every $D_j$ with $j\ge1$ is an integral over an interval of zero length. Each pair with $j+l=k+1$ contains at least one positive index, so $N_{k+1}(0)=0$, and therefore $N_{k+1}(t)=0$ at all times.

**Q:** And my depletion formula?

**A:** Order one reads $D_1+D_1^\dagger=0$, so $(D_1)_{gg}$ is purely imaginary. Order two reads $D_2+D_2^\dagger=-D_1^\dagger D_1$, whose diagonal entry is

$$2\,\mathrm{Re}\,(D_2)_{gg}=-\sum_f|(D_1)_{fg}|^2 .$$

Through second order the survival probability is $1+2\,\mathrm{Re}(D_1)_{gg}+|(D_1)_{gg}|^2+2\,\mathrm{Re}(D_2)_{gg}$. The second term is zero, and the third cancels the $f=g$ part of the sum. What remains is $1-\sum_{f\ne g}|(D_1)_{fg}|^2$, which is what you compute.

**Q:** Now the formal side. What kind of object is the Hamiltonian there?

**A:** It is a function `H` from real time to complex square matrices, whose rows and columns are labelled by a finite type `n`. Any finite number of basis states is allowed.

In Lean 4 with Mathlib:

```lean
import Mathlib

open Matrix Finset

namespace DysonUnitarity

noncomputable section

variable {n : Type*} [Fintype n] [DecidableEq n] {H : ℝ → Matrix n n ℂ}
```

**Q:** And the Dyson terms? I want to see the time ordering and the factor $-i$.

**A:** Both are in the recursion. Each step multiplies by $H(s)$ on the left, where $s$ is later than the times already integrated over when $t>0$, so the nested integrals are time-ordered without a separate ordering symbol. The integral is taken entry by entry. For negative $t$ it is the usual oriented integral, so backward propagation is included.

```lean
/-- The Dyson terms: `D₀ = 1`, and `D₍ₖ₊₁₎(t)` is `-i` times the integral of `H Dₖ`
from `0` to `t`, taken entry by entry. -/
def dysonTerm (H : ℝ → Matrix n n ℂ) : ℕ → ℝ → Matrix n n ℂ
  | 0 => fun _ => 1
  | k + 1 => fun t => Matrix.of fun i j =>
      -Complex.I * ∫ s in (0 : ℝ)..t, (H s * dysonTerm H k s) i j
```

The next definition is $R_k$, the right-hand side of the Schrödinger equation at order $k$.

```lean
/-- The right-hand side of the Schrödinger equation at order `k`: zero at order zero,
and `-i H Dₖ` at order `k + 1`. -/
def dysonRate (H : ℝ → Matrix n n ℂ) : ℕ → ℝ → Matrix n n ℂ
  | 0, _ => 0
  | k + 1, t => (-Complex.I) • (H t * dysonTerm H k t)
```

**Q:** Where is $U$? I see terms, but no propagator.

**A:** There is no infinite sum in the file. The coefficient $N_k$ is defined directly as `normCoeff`, a finite sum over `antidiagonal k`, which is the set of pairs of natural numbers $(j,l)$ with $j+l=k$. In the code a pair is `p`, with $j$ as `p.1` and $l$ as `p.2`, and `ᴴ` is the conjugate transpose.

```lean
/-- The order-`k` coefficient of `Uᴴ U`: the sum of `Dⱼᴴ Dₗ` over `j + l = k`. -/
def normCoeff (H : ℝ → Matrix n n ℂ) (k : ℕ) (t : ℝ) : Matrix n n ℂ :=
  ∑ p ∈ antidiagonal k, (dysonTerm H p.1 t)ᴴ * dysonTerm H p.2 t
```

Convergence of the series is therefore neither assumed nor proved, and the same goes for the unitarity of its limit. The statement concerns each order of $U^\dagger U$; the product $UU^\dagger$ is not treated. What one does evaluate in practice is a truncated series, and that has its own definition, $U_m=\sum_{k=0}^m D_k$.

```lean
/-- The Dyson series truncated after order `m`. -/
def dysonSum (H : ℝ → Matrix n n ℂ) (m : ℕ) (t : ℝ) : Matrix n n ℂ :=
  ∑ k ∈ range (m + 1), dysonTerm H k t
```

**Q:** Then read me the main theorem, with its hypotheses.

**A:** `dyson_unitarity` takes `hH`, that $H$ is continuous in time; `hherm`, that $H(t)$ is Hermitian at every time; and `hk`, that $k\ge1$. It concludes that `normCoeff H k t` is the zero matrix for every real `t`. Hermiticity stands for a closed system, with no absorption or gain. Continuity admits smooth pulses but not a field that jumps during the evolution. A field switched on abruptly at $t=0$ and continuous afterwards is still covered for $t\ge0$: the terms then depend only on $H$ between $0$ and $t$, so $H$ can be replaced at earlier times by its value just after the switching. The finite basis leaves out unbounded operators such as the kinetic energy on a full Hilbert space.

**Q:** You differentiated $D_k$ without hesitation. What justifies that?

**A:** Continuity of the integrand, and this has to be carried up through the orders. The first lemma does so by induction: if $D_k$ is continuous, so is $HD_k$, and then each entry of its integral is differentiable in the upper limit and hence continuous.

```lean
/-- For a continuous Hamiltonian every Dyson term is continuous in time. -/
theorem continuous_dysonTerm (hH : Continuous H) (k : ℕ) : Continuous (dysonTerm H k) := by
  induction k with
  | zero => exact continuous_const
  | succ k ih =>
    refine continuous_matrix fun i j => ?_
    have hc : Continuous fun s => (H s * dysonTerm H k s) i j :=
      (hH.matrix_mul ih).matrix_elem i j
    exact continuous_iff_continuousAt.2 fun t =>
      ((hc.integral_hasStrictDerivAt 0 t).hasDerivAt.const_mul (-Complex.I)).continuousAt
```

The second lemma uses the fundamental theorem of calculus again, this time to record the derivative itself, $D_k'=R_k$, for each entry.

```lean
/-- For a continuous Hamiltonian the Dyson terms satisfy the Schrödinger equation order by order,
entry by entry. -/
theorem hasDerivAt_dysonTerm (hH : Continuous H) (k : ℕ) (t : ℝ) (i j : n) :
    HasDerivAt (fun s => dysonTerm H k s i j) (dysonRate H k t i j) t := by
  cases k with
  | zero => exact hasDerivAt_const t ((1 : Matrix n n ℂ) i j)
  | succ k =>
    have hc : Continuous fun s => (H s * dysonTerm H k s) i j :=
      (hH.matrix_mul (continuous_dysonTerm hH k)).matrix_elem i j
    exact (hc.integral_hasStrictDerivAt 0 t).hasDerivAt.const_mul (-Complex.I)
```

**Q:** The rate of $N_{k+1}$ is where I would expect a sign or an index to go wrong.

**A:** The lemma for it follows the calculation above in two stages. The statement `h` is the product rule, applied to each entry of each matrix product; since time is real, conjugation passes through the derivative. The statement `e` is the algebra. The two `sum_antidiagonal_succ` lemmas split off the terms $j=0$ and $l=0$, where the rate is zero, and shift the remaining index. After that, `simp` conjugates $-i$ to $i$ and reverses the order of the adjoint product, and `module` collects the scalar factors.

```lean
/-- For any continuous `H`, Hermitian or not, the order `k + 1` coefficient of `Uᴴ U` changes
at the rate `i ∑ Dⱼᴴ (Hᴴ - H) Dₗ`, summed over `j + l = k`. -/
theorem hasDerivAt_normCoeff (hH : Continuous H) (k : ℕ) (t : ℝ) (i j : n) :
    HasDerivAt (fun s => normCoeff H (k + 1) s i j)
      ((Complex.I • ∑ p ∈ antidiagonal k,
        (dysonTerm H p.1 t)ᴴ * ((H t)ᴴ - H t) * dysonTerm H p.2 t) i j) t := by
  -- the product rule, entry by entry
  have h : HasDerivAt (fun s => normCoeff H (k + 1) s i j)
      ((∑ p ∈ antidiagonal (k + 1), ((dysonRate H p.1 t)ᴴ * dysonTerm H p.2 t
        + (dysonTerm H p.1 t)ᴴ * dysonRate H p.2 t)) i j) t := by
    simp only [normCoeff, Matrix.sum_apply, Matrix.add_apply, Matrix.mul_apply,
      Matrix.conjTranspose_apply, ← Finset.sum_add_distrib]
    exact HasDerivAt.fun_sum fun p _ => HasDerivAt.fun_sum fun m _ =>
      (hasDerivAt_dysonTerm hH p.1 t m i).star.fun_mul (hasDerivAt_dysonTerm hH p.2 t m j)
  -- shifting the index brings both halves to total order `k`
  have e : ∑ p ∈ antidiagonal (k + 1), ((dysonRate H p.1 t)ᴴ * dysonTerm H p.2 t
        + (dysonTerm H p.1 t)ᴴ * dysonRate H p.2 t)
      = Complex.I • ∑ p ∈ antidiagonal k,
        (dysonTerm H p.1 t)ᴴ * ((H t)ᴴ - H t) * dysonTerm H p.2 t := by
    rw [Finset.sum_add_distrib, Finset.Nat.sum_antidiagonal_succ,
      Finset.Nat.sum_antidiagonal_succ']
    simp only [dysonRate, Matrix.conjTranspose_zero, zero_mul, mul_zero, zero_add]
    rw [← Finset.sum_add_distrib, Finset.smul_sum]
    refine Finset.sum_congr rfl fun p _ => ?_
    simp only [Matrix.conjTranspose_smul, Matrix.conjTranspose_mul, star_neg, Complex.star_def,
      Complex.conj_I, neg_neg, Matrix.smul_mul, Matrix.mul_smul, mul_sub, sub_mul,
      Matrix.mul_assoc]
    module
  rwa [e] at h
```

**Q:** Hermiticity is not among the hypotheses there.

**A:** It isn't needed yet, and the general formula has a physical reading. Take $H=H_0-iW$ with $H_0$ and $W$ Hermitian, $W$ being an absorbing potential. Then $i(H^\dagger-H)=-2W$, so at first order the squared norm of a state is lost at the rate $2\langle W\rangle$, as one expects.

The initial value comes next. The proof first shows that all terms of positive order vanish at time zero. It then splits the pairs $(j,l)$ according to which indices are zero: the pair $(0,0)$ does not have total order $k+1$, and every other pair contains a vanishing factor.

```lean
/-- At time zero every coefficient of `Uᴴ U` of positive order vanishes. -/
theorem normCoeff_at_zero (H : ℝ → Matrix n n ℂ) (k : ℕ) : normCoeff H (k + 1) 0 = 0 := by
  have h0 : ∀ a, dysonTerm H (a + 1) 0 = 0 := by
    intro a
    ext i j
    simp [dysonTerm]
  refine Finset.sum_eq_zero fun p hp => ?_
  rcases p with ⟨_ | a, _ | b⟩
  · simp at hp
  all_goals simp [h0]
```

The main theorem puts the two lemmas together. It writes the given order as $k+1$, uses `hherm` to make $H^\dagger-H$ zero in the rate, and concludes with `is_const_of_deriv_eq_zero` that each entry at time `t` equals its value at time zero.

```lean
/-- Order-by-order unitarity: for a continuous Hermitian Hamiltonian the sum of `Dⱼᴴ Dₗ` over
`j + l = k` vanishes for every `k ≥ 1` and every real time. -/
theorem dyson_unitarity (hH : Continuous H) (hherm : ∀ t, (H t).IsHermitian)
    {k : ℕ} (hk : 1 ≤ k) (t : ℝ) : normCoeff H k t = 0 := by
  obtain ⟨k, rfl⟩ := Nat.exists_eq_add_of_le' hk
  ext i j
  have hd : ∀ s, HasDerivAt (fun s => normCoeff H (k + 1) s i j) 0 s := by
    intro s
    have h := hasDerivAt_normCoeff hH k s i j
    have hz : (H s)ᴴ - H s = 0 := sub_eq_zero.2 (hherm s)
    simpa [hz] using h
  -- zero derivative, so the value at `t` is the value at time zero
  have hc := is_const_of_deriv_eq_zero (fun s => (hd s).differentiableAt)
    (fun s => (hd s).deriv) t 0
  simpa [normCoeff_at_zero] using hc
```

**Q:** Could the coefficients vanish for some non-Hermitian $H$ as well, through a cancellation?

**A:** Not if they vanish at all orders and all times. For $k=0$ the rate formula reduces to $N_1'=i(H^\dagger-H)$, because $D_0=1$. If $N_1$ is zero at all times, so is its derivative, and $H(t)$ is Hermitian at every $t$. The proof compares the two derivatives of the same function by `d.unique`. Only the first order is used in this direction, but it is used at all times: at a single time, $N_1(t)=0$ constrains only the integral of $H^\dagger-H$.

```lean
/-- The coefficients of `Uᴴ U` of positive order vanish at all times if and only if the
continuous generator `H` is Hermitian at all times. -/
theorem dyson_unitarity_iff (hH : Continuous H) :
    (∀ k, 1 ≤ k → ∀ t, normCoeff H k t = 0) ↔ ∀ t, (H t).IsHermitian := by
  refine ⟨fun h t => ?_, fun h k hk t => dyson_unitarity hH h hk t⟩
  refine Matrix.IsHermitian.ext fun i j => ?_
  -- the first order alone determines `Hᴴ - H`
  have d := hasDerivAt_normCoeff hH 0 t i j
  have z : (fun s => normCoeff H (0 + 1) s i j) = fun _ => (0 : ℂ) := by
    funext s
    rw [h (0 + 1) le_rfl s]
    rfl
  rw [z] at d
  have u := d.unique (hasDerivAt_const t (0 : ℂ))
  exact sub_eq_zero.1 (by simpa [dysonTerm] using u)
```

**Q:** And the second-order identity behind my depletion formula is there explicitly?

**A:** Yes, as a matrix identity. The proof lists the three pairs of total order two, $(0,2)$, $(1,1)$ and $(2,0)$, puts in $D_0=1$, and rearranges $N_2=0$. The step from there to the survival probability is the short calculation we did earlier.

```lean
/-- For a continuous Hermitian Hamiltonian, `D₂ + D₂ᴴ` equals `-D₁ᴴ D₁`. -/
theorem second_order (hH : Continuous H) (hherm : ∀ t, (H t).IsHermitian) (t : ℝ) :
    dysonTerm H 2 t + (dysonTerm H 2 t)ᴴ = -((dysonTerm H 1 t)ᴴ * dysonTerm H 1 t) := by
  have h := dyson_unitarity hH hherm (k := 2) (by norm_num) t
  have h0 : dysonTerm H 0 t = 1 := rfl
  have ha : antidiagonal 2 = {(0, 2), (1, 1), (2, 0)} := by decide
  simp [normCoeff, ha, h0] at h
  rw [eq_neg_iff_add_eq_zero, ← h]
  abel
```

**Q:** If every order conserves probability, why does my truncated propagator fail to conserve the norm?

**A:** Because the product $U_m^\dagger U_m$ contains some orders only in part. Expand it into the products $D_j^\dagger D_l$ with $j,l\le m$. For $k\le m$, all pairs with $j+l=k$ are present, so those products add up to $N_0+N_1+\dots+N_m=1$. For total order above $m$, the pairs with an index larger than $m$ are missing, so the remaining products need not cancel. Hence

$$U_m^\dagger U_m=1+\sum_{\substack{j,l\le m\\ j+l>m}}D_j^\dagger D_l .$$

For $m=0$ the sum is empty and $U_0=1$. For $m=1$ the defect is $D_1^\dagger D_1$, so the truncated propagator never shortens a state vector, and it lengthens every one that $D_1$ does not annihilate.

**Q:** So a norm check on a truncated series tells me about the order of the error?

**A:** Only in part. In a finite-basis simulation with a continuous Hermitian $H$, the theorem says that the norm defect contains no order below $m+1$, so a defect that scales with a lower power of $H$ points to a bug or to numerical error, such as quadrature or rounding. A small defect does not certify the propagator, however. For a time-independent $H$ and $m=2$, the third-order part of the defect is $D_1^\dagger D_2+D_2^\dagger D_1=0$, while the omitted term $D_3$ is in general not zero, so the norm can look better than the state is.

In the proof, the statement `low` is the sum over total order at most $m$. `Finset.sum_fiberwise_of_maps_to` groups the products by total order, `hg` identifies each group with `normCoeff H k t`, and the main theorem removes every group except $k=0$. The last lines expand the product of the two sums and separate the pairs above order $m$ from the rest.

```lean
/-- For a continuous Hermitian Hamiltonian, the Dyson series truncated after order `m` satisfies `Uᴴ
U = 1` up to exactly the products `Dⱼᴴ Dₗ` with `j, l ≤ m` and total order `j + l > m`. -/
theorem truncation_defect (hH : Continuous H) (hherm : ∀ t, (H t).IsHermitian)
    (m : ℕ) (t : ℝ) :
    (dysonSum H m t)ᴴ * dysonSum H m t = 1 +
      ∑ p ∈ (range (m + 1) ×ˢ range (m + 1)).filter (fun p => m < p.1 + p.2),
        (dysonTerm H p.1 t)ᴴ * dysonTerm H p.2 t := by
  -- the products of total order at most `m`, grouped by order, add up to the identity
  have low : ∑ p ∈ (range (m + 1) ×ˢ range (m + 1)).filter (fun p => ¬ m < p.1 + p.2),
      (dysonTerm H p.1 t)ᴴ * dysonTerm H p.2 t = 1 := by
    rw [← Finset.sum_fiberwise_of_maps_to (g := fun p : ℕ × ℕ => p.1 + p.2)
      (t := range (m + 1)) (fun p hp => by
        have hle : ¬ m < p.1 + p.2 := (Finset.mem_filter.1 hp).2
        exact Finset.mem_range.2 (show p.1 + p.2 < m + 1 by omega))]
    have hg : ∀ k ∈ range (m + 1),
        ∑ p ∈ ((range (m + 1) ×ˢ range (m + 1)).filter
          (fun p => ¬ m < p.1 + p.2)).filter (fun p => p.1 + p.2 = k),
          (dysonTerm H p.1 t)ᴴ * dysonTerm H p.2 t = normCoeff H k t := by
      intro k hk
      have hk' := Finset.mem_range.1 hk
      refine Finset.sum_congr ?_ fun _ _ => rfl
      ext p
      simp only [Finset.mem_filter, Finset.mem_product, Finset.mem_range]
      constructor
      · rintro ⟨_, h⟩
        exact Finset.HasAntidiagonal.mem_antidiagonal.2 h
      · intro h
        have h' : p.1 + p.2 = k := Finset.HasAntidiagonal.mem_antidiagonal.1 h
        exact ⟨⟨⟨by omega, by omega⟩, by omega⟩, h'⟩
    rw [Finset.sum_congr rfl hg, Finset.sum_range_succ',
      Finset.sum_eq_zero fun k _ => dyson_unitarity hH hherm (Nat.le_add_left 1 k) t]
    simp [normCoeff, dysonTerm]
  rw [dysonSum, Matrix.conjTranspose_sum, Finset.sum_mul_sum, ← Finset.sum_product',
    ← Finset.sum_filter_add_sum_filter_not _ (fun p : ℕ × ℕ => m < p.1 + p.2), low, add_comm]

end

end DysonUnitarity
```

```lean
#print axioms DysonUnitarity.dyson_unitarity
#print axioms DysonUnitarity.dyson_unitarity_iff
#print axioms DysonUnitarity.second_order
#print axioms DysonUnitarity.truncation_defect
```

```
'DysonUnitarity.dyson_unitarity' depends on axioms: [propext, Classical.choice, Quot.sound]
'DysonUnitarity.dyson_unitarity_iff' depends on axioms: [propext, Classical.choice, Quot.sound]
'DysonUnitarity.second_order' depends on axioms: [propext, Classical.choice, Quot.sound]
'DysonUnitarity.truncation_defect' depends on axioms: [propext, Classical.choice, Quot.sound]
```
